# Chebyshev's inequality for the relative error of an overlap estimator on a finite probability space

An overlap with nonzero real value $o$ is estimated by a real random variable $A$ on a finite probability space. The theorem `chebyshev_relative` states that, for every $\delta \ge 0$, $\delta^2\,(1 - P(|A-o| < \delta|o|)) \le E[((A-o)/o)^2]$, so the mean squared relative error limits how often the estimate misses the relative tolerance $\delta$. Nothing else is assumed of $A$; in particular, its mean need not be $o$. The proof writes both sides as weighted sums over outcomes and compares them term by term, treating outcomes inside and outside the tolerance separately.

The first attempt, which Lean rejects:

```lean
import Mathlib

open Finset

namespace OverlapSampling

noncomputable section

/-- A probability distribution on a finite set of outcomes. -/
structure FiniteProb (Ω : Type*) [Fintype Ω] where
  weight : Ω → ℝ
  nonneg : ∀ w, 0 ≤ weight w
  total : ∑ w, weight w = 1

variable {Ω : Type*} [Fintype Ω] {n : ℕ}

/-- The expectation value of a real random variable. -/
def mean (P : FiniteProb Ω) (f : Ω → ℝ) : ℝ := ∑ w, P.weight w * f w

/-- The mean squared relative error of an estimator `A` of a nonzero overlap `o`. -/
def relErrSq (P : FiniteProb Ω) (A : Ω → ℝ) (o : ℝ) : ℝ :=
  mean P fun w => ((A w - o) / o) ^ 2

/-- The probability that `A` differs from `o` by less than the fraction `δ` of `|o|`. -/
def withinProb (P : FiniteProb Ω) (A : Ω → ℝ) (o δ : ℝ) : ℝ :=
  mean P fun w => if |A w - o| < δ * |o| then 1 else 0

/-- Chebyshev's inequality for relative errors: `δ²` times the probability of missing the
relative tolerance `δ` is at most the mean squared relative error. -/
theorem chebyshev_relative (P : FiniteProb Ω) (A : Ω → ℝ) {o δ : ℝ}
    (ho : o ≠ 0) (hδ : 0 ≤ δ) :
    δ ^ 2 * (1 - withinProb P A o δ) ≤ relErrSq P A o := by
  have h : ∑ w, P.weight w * (δ ^ 2 * (1 - if |A w - o| < δ * |o| then 1 else 0))
      = δ ^ 2 * (∑ w, P.weight w - withinProb P A o δ) := by
    unfold withinProb mean
    rw [← Finset.sum_sub_distrib, Finset.mul_sum]
    exact Finset.sum_congr rfl fun w _ => by ring
  rw [P.total] at h
  rw [← h]
  unfold relErrSq mean
  refine Finset.sum_le_sum fun w _ => mul_le_mul_of_nonneg_left ?_ (P.nonneg w)
  split_ifs with hw
  · rw [sub_self, mul_zero]
    exact sq_nonneg _
  · -- a miss contributes at least `δ²` to the squared relative error
    rw [sub_zero, mul_one, div_pow, le_div_iff₀ (by positivity)]
    calc δ ^ 2 * o ^ 2 = (δ * |o|) ^ 2 := by rw [mul_pow, sq_abs]
      _ ≤ |A w - o| ^ 2 := pow_le_pow_left₀ (by positivity) (not_lt.mp hw) 2
      _ = (A w - o) ^ 2 := sq_abs _

end

end OverlapSampling
```

Compiling this gives:

```
Main.lean:46:27: error: Tactic `rewrite` failed: Did not find an occurrence of the pattern
  (?a / ?b) ^ ?n
in the target expression
  δ ^ 2 ≤ (fun w => ((A w - o) / o) ^ 2) w

case neg
Ω : Type u_1
inst✝ : Fintype Ω
P : FiniteProb Ω
A : Ω → ℝ
o δ : ℝ
ho : o ≠ 0
hδ : 0 ≤ δ
h : ∑ w, P.weight w * (δ ^ 2 * (1 - if |A w - o| < δ * |o| then 1 else 0)) = δ ^ 2 * (1 - withinProb P A o δ)
w : Ω
x✝ : w ∈ univ
hw : ¬|A w - o| < δ * |o|
⊢ δ ^ 2 ≤ (fun w => ((A w - o) / o) ^ 2) w
```

Cause. The error arises in the case of an outcome outside the tolerance, at the rewrite with `div_pow`. Unfolding `relErrSq` and `mean` has left the right-hand side as `(fun w => ((A w - o) / o) ^ 2) w`, a function applied to an argument but not yet evaluated. `rw` looks for a power of a quotient, `(?a / ?b) ^ ?n`. The only one in the goal lies inside the `fun`, where it depends on the bound variable `w`, and `rw` cannot rewrite a term that contains a bound variable. The other power, `δ ^ 2`, is not a power of a quotient.

The added `change` line states the goal with the function evaluated, as `δ ^ 2 ≤ ((A w - o) / o) ^ 2`. Lean accepts this because the two forms are equal by definition. The quotient now stands in the open, so `div_pow` applies, and `le_div_iff₀` can then clear the denominator `o ^ 2`. The original `rw` is split in two only to make room for the `change`; its four lemmas and their order are the same.

The mended proof, as a diff:

```diff
@@ -44,5 +44,7 @@
     exact sq_nonneg _
   · -- a miss contributes at least `δ²` to the squared relative error
-    rw [sub_zero, mul_one, div_pow, le_div_iff₀ (by positivity)]
+    rw [sub_zero, mul_one]
+    change δ ^ 2 ≤ ((A w - o) / o) ^ 2
+    rw [div_pow, le_div_iff₀ (by positivity)]
     calc δ ^ 2 * o ^ 2 = (δ * |o|) ^ 2 := by rw [mul_pow, sq_abs]
       _ ≤ |A w - o| ^ 2 := pow_le_pow_left₀ (by positivity) (not_lt.mp hw) 2
```
